# A positive dipole term makes an acoustic force-constant matrix positive definite exactly when the Born charges do not sum to zero

Born charges computed for a polar insulator often miss charge neutrality by a small amount. If they go unaltered into the dipole term of the force constants for long longitudinal waves, a common shift of all atoms costs energy even in the limit of infinite wavelength, and the acoustic mode acquires a restoring force that has no physical origin. In a finite model with one displacement coordinate per atom and a single rank-one dipole term with a positive coefficient, the theorems below show that this happens exactly when the total charge is nonzero. They also bound the resulting stiffness and show that subtracting the mean charge restores the zero mode.

## Short-range forces that ignore only rigid shifts

Let n be the finite set of atoms, N their number, and u_i the real displacement of atom i along one fixed direction. Write u·v for the sum of u_i v_i over the atoms.

```lean
import Mathlib

open Matrix

namespace PolarAcousticGap

variable {n : Type*} [Fintype n]
```

A real symmetric matrix C describes the forces in the absence of a macroscopic electric field, with energy u·Cu up to the usual factor 1/2. They are called short-range here, although in a polar crystal they also contain the dipole forces that remain when that field is removed. Two properties are assumed:

u·Cu ≥ 0 for every u,
Cu = 0 ⇔ u_i = c for all i, with some real c.

The first says that no displacement lowers the energy. The second combines the acoustic sum rule, by which a rigid shift produces no force, with the absence of any other zero mode.

```lean
/-- A force-constant matrix, with one displacement coordinate per atom, that is positive
semidefinite and whose zero modes are exactly the uniform translations. -/
structure IsAcoustic (C : Matrix n n ℝ) : Prop where
  posSemidef : C.PosSemidef
  ker : ∀ u : n → ℝ, C *ᵥ u = 0 ↔ ∃ c : ℝ, u = fun _ => c
```

In Lean, `C *ᵥ u` is the matrix-vector product and `u ⬝ᵥ v` is the dot product. `PosSemidef` already includes symmetry, and `fun _ => c` is the uniform translation by c. Both fields of `IsAcoustic` are hypotheses on C, not consequences of an electronic-structure calculation.

The restriction to one coordinate per atom matters. With three coordinates there are three independent translations, and a single rank-one term leaves at least two independent combinations of them without cost.

## The dipole term

Let z_i be the Born charge of atom i for the chosen direction, and let a be a real coupling constant. The corrected matrix is

K = C + a z zᵀ, K_ij = C_ij + a z_i z_j.

The constant a stands for the strength of the macroscopic electric field that a polarization produces, set by the cell volume and the electronic screening. The matrix K describes the limit of long waves whose displacements point along the wave vector, and there a is positive in an insulator. In this limit all cells move alike, so a wave in which the atoms of a cell also move together appears in the model as a rigid shift. At exactly zero wave vector and without a macroscopic field, the term is absent.

```lean
/-- The force-constant matrix with the rank-one dipole term `a z zᵀ` of the Born charges `z`
added to the short-range part `C`. -/
def polarForce (C : Matrix n n ℝ) (a : ℝ) (z : n → ℝ) : Matrix n n ℝ :=
  C + a • vecMulVec z z
```

Here `vecMulVec z z` is the matrix with entries z_i z_j. Masses do not enter, so everything below concerns stiffness and not frequency.

Acting on a displacement, the new term gives

∑_j a z_i z_j u_j = a (z·u) z_i,

and therefore

Ku = Cu + a (z·u) z.

The displacement creates a dipole moment z·u per cell, called the polarization here because the cell volume is absorbed in a. The resulting field acts on each atom in proportion to its charge. The force on the atoms is −Ku, so for a > 0 this field opposes the polarization.

```lean
/-- The corrected matrix applied to a displacement `u` gives `C u` plus `a (z · u)` times the vector
of charges `z`. -/
theorem polarForce_mulVec (C : Matrix n n ℝ) (a : ℝ) (z u : n → ℝ) :
    polarForce C a z *ᵥ u = C *ᵥ u + (a * (z ⬝ᵥ u)) • z := by
  ext i
  simp only [polarForce, mulVec, dotProduct, Matrix.add_apply, Matrix.smul_apply,
    vecMulVec_apply, Pi.add_apply, Pi.smul_apply, smul_eq_mul, add_mul,
    Finset.sum_add_distrib, Finset.mul_sum, Finset.sum_mul]
  congr 1
  apply Finset.sum_congr rfl
  intro j _
  ring
```

The proof compares component i on both sides, splits the sum over j, and matches the dipole part term by term.

## The energy is a sum of two nonnegative parts

Taking the dot product with u gives

u·Ku = u·Cu + a (z·u)(u·z) = u·Cu + a (z·u)².

```lean
/-- The quadratic form of the corrected matrix is the short-range one plus `a` times the
squared polarization. -/
theorem polarForce_energy (C : Matrix n n ℝ) (a : ℝ) (z u : n → ℝ) :
    u ⬝ᵥ (polarForce C a z *ᵥ u) = u ⬝ᵥ (C *ᵥ u) + a * (z ⬝ᵥ u) ^ 2 := by
  rw [polarForce_mulVec, dotProduct_add, dotProduct_smul, smul_eq_mul, dotProduct_comm u z]
  ring
```

For a uniform translation u_i = c the first part vanishes, and the polarization is z·u = c ∑ z_i. The energy is then a c² (∑ z_i)².

Now let a > 0 and suppose that u·Ku = 0. Both parts are nonnegative, so each is zero. From u·Cu = 0 it follows that Cu = 0: for every v and every real t,

0 ≤ (u + tv)·C(u + tv) = 2t v·Cu + t² v·Cv,

which for small t of either sign forces v·Cu = 0. Hence u is a uniform translation by some c. The second part gives z·u = 0, that is, c ∑ z_i = 0. Conversely, any such translation makes both parts zero. So

u·Ku = 0 ⇔ u_i = c for all i, with some c satisfying c ∑ z_i = 0.

```lean
/-- For an acoustic `C` and `a > 0`, the displacements that cost no energy are the uniform
translations by `c` with `c ∑ z = 0`. -/
theorem energy_eq_zero_iff {C : Matrix n n ℝ} (hC : IsAcoustic C) {a : ℝ} (ha : 0 < a)
    (z u : n → ℝ) :
    u ⬝ᵥ (polarForce C a z *ᵥ u) = 0 ↔ ∃ c : ℝ, (u = fun _ => c) ∧ c * ∑ i, z i = 0 := by
  have hdot : ∀ c : ℝ, z ⬝ᵥ (fun _ => c) = c * ∑ i, z i := by
    intro c
    simp only [dotProduct]
    rw [← Finset.sum_mul, mul_comm]
  rw [polarForce_energy]
  constructor
  · intro h
    -- both contributions are nonnegative, so each of them vanishes
    have h0 := hC.posSemidef.dotProduct_mulVec_nonneg u
    rw [star_trivial] at h0
    have h1 : 0 ≤ a * (z ⬝ᵥ u) ^ 2 := by positivity
    have hE : star u ⬝ᵥ (C *ᵥ u) = 0 := by
      rw [star_trivial]
      linarith
    have hP : a * (z ⬝ᵥ u) ^ 2 = 0 := by linarith
    obtain ⟨c, rfl⟩ := (hC.ker u).1 ((hC.posSemidef.dotProduct_mulVec_zero_iff u).1 hE)
    refine ⟨c, rfl, ?_⟩
    rw [← hdot c]
    exact pow_eq_zero_iff two_ne_zero |>.1 ((mul_eq_zero.1 hP).resolve_left ha.ne')
  · rintro ⟨c, rfl, hc⟩
    rw [(hC.ker _).2 ⟨c, rfl⟩, hdot c, hc, dotProduct_zero]
    ring
```

The auxiliary statement `hdot` evaluates the polarization of a translation. `hE` and `hP` record that the two parts vanish separately. The step from u·Cu = 0 to Cu = 0 is Mathlib's `dotProduct_mulVec_zero_iff`, after which `hC.ker` supplies the constant c.

## Total charge decides positive definiteness

Suppose there is at least one atom and a > 0. If ∑ z_i = 0, the translation with u_i = 1 is a nonzero displacement without energy cost, so K is not positive definite.

If ∑ z_i ≠ 0, then K is symmetric, since K_ij = K_ji, and u·Ku ≥ 0. Equality would require a translation by c with c ∑ z_i = 0, hence c = 0 and u = 0. Every nonzero displacement therefore costs energy, and

K is positive definite ⇔ ∑ z_i ≠ 0.

```lean
/-- For at least one atom, an acoustic `C` and `a > 0`, the corrected force-constant matrix is
positive definite if and only if the Born charges do not sum to zero. -/
theorem posDef_iff_charge_ne_zero [Nonempty n] {C : Matrix n n ℝ} (hC : IsAcoustic C)
    {a : ℝ} (ha : 0 < a) (z : n → ℝ) :
    (polarForce C a z).PosDef ↔ ∑ i, z i ≠ 0 := by
  constructor
  · intro h hz
    -- in a neutral cell the uniform translation costs no energy
    have hne : (fun _ => 1 : n → ℝ) ≠ 0 := by
      intro h1
      exact one_ne_zero (congrFun h1 (Classical.arbitrary n))
    have hpos := h.dotProduct_mulVec_pos hne
    rw [star_trivial, (energy_eq_zero_iff hC ha z _).2 ⟨1, rfl, by rw [hz, mul_zero]⟩] at hpos
    exact lt_irrefl _ hpos
  · intro hz
    refine posDef_iff_dotProduct_mulVec.2 ⟨?_, ?_⟩
    · refine Matrix.IsHermitian.ext fun i j => ?_
      have hij := hC.posSemidef.isHermitian.apply i j
      rw [star_trivial] at hij ⊢
      simp only [polarForce, Matrix.add_apply, Matrix.smul_apply, vecMulVec_apply, smul_eq_mul]
      rw [hij, mul_comm (z j)]
    · intro u hu
      rw [star_trivial]
      have h0 := hC.posSemidef.dotProduct_mulVec_nonneg u
      rw [star_trivial] at h0
      have hnn : 0 ≤ u ⬝ᵥ (polarForce C a z *ᵥ u) := by
        rw [polarForce_energy]
        positivity
      refine lt_of_le_of_ne hnn fun h => hu ?_
      -- a displacement without energy cost is a translation by zero
      obtain ⟨c, rfl, hc⟩ := (energy_eq_zero_iff hC ha z u).1 h.symm
      rw [(mul_eq_zero.1 hc).resolve_right hz]
      rfl
```

`PosDef` means symmetric with a strictly positive quadratic form on nonzero vectors. The two bullets at the top level are the two directions above; the second proves symmetry entry by entry and then excludes a zero of the form by `energy_eq_zero_iff`.

`[Nonempty n]` is the assumption of at least one atom. For the empty crystal the charge sum is zero, yet the empty matrix is positive definite because there is no nonzero displacement to test. The sign of a matters as well: for a ≤ 0 the uniform translation has energy a (∑ z_i)² ≤ 0, so with at least one atom K is never positive definite.

## The spurious stiffness is at most quadratic in the charge error

Let g be a uniform lower bound on the stiffness:

g (u·u) ≤ u·Ku for every u.

The smallest eigenvalue of K is such a number. With the trial displacement u_i = 1, we have u·u = N and u·Ku = a (∑ z_i)², so

g ≤ a (∑ z_i)² / N.

The normalised trial vector has components 1/√N and gives the same bound.

```lean
/-- For an acoustic `C` and at least one atom, a number `g` such that `g (u · u)` is at most the
quadratic form of the corrected matrix at every `u` is itself at most `a (∑ z)² / N`, with `N` the
number of atoms. -/
theorem gap_le [Nonempty n] {C : Matrix n n ℝ} (hC : IsAcoustic C) (a : ℝ) (z : n → ℝ)
    {g : ℝ} (hg : ∀ u : n → ℝ, g * (u ⬝ᵥ u) ≤ u ⬝ᵥ (polarForce C a z *ᵥ u)) :
    g ≤ a * (∑ i, z i) ^ 2 / Fintype.card n := by
  have hN : (0 : ℝ) < Fintype.card n := by exact_mod_cast Fintype.card_pos
  -- the uniform translation is the trial displacement
  have h := hg (fun _ => 1)
  rw [polarForce_energy, (hC.ker _).2 ⟨1, rfl⟩, dotProduct_zero, zero_add] at h
  rw [le_div_iff₀ hN]
  simpa [dotProduct] using h
```

The code inserts the unnormalised vector `fun _ => 1`, removes the short-range part with `hC.ker`, and divides by N. No sign of a is assumed. At fixed a and N, halving the total charge divides the bound by four. For a single atom C must be zero, and the bound equals the only eigenvalue of K.

## Subtracting the mean charge restores the zero mode

Distribute the excess charge evenly over the atoms:

z′_i = z_i − (∑_j z_j)/N.

Then ∑ z′_i = ∑ z_i − N (∑_j z_j)/N = 0. For u_i = 1 this sum is the polarization, so the dipole term a (z′·u) z′ vanishes. The short-range term Cu vanishes too, and the corrected matrix gives no force on a rigid shift.

```lean
/-- For an acoustic `C` and at least one atom, subtracting the mean charge from every Born charge
makes the uniform translation a zero mode of the corrected matrix. -/
theorem neutralized_translation [Nonempty n] {C : Matrix n n ℝ} (hC : IsAcoustic C) (a : ℝ)
    (z : n → ℝ) :
    polarForce C a (fun i => z i - (∑ j, z j) / Fintype.card n) *ᵥ (fun _ => 1) = 0 := by
  have hN : (Fintype.card n : ℝ) ≠ 0 := by exact_mod_cast Fintype.card_ne_zero
  have hs : (fun i => z i - (∑ j, z j) / Fintype.card n) ⬝ᵥ (fun _ => (1 : ℝ)) = 0 := by
    simp only [dotProduct, mul_one, Finset.sum_sub_distrib, Finset.sum_const,
      Finset.card_univ, nsmul_eq_mul]
    rw [mul_div_cancel₀ _ hN, sub_self]
  rw [polarForce_mulVec, (hC.ker _).2 ⟨1, rfl⟩, hs, mul_zero, zero_smul, add_zero]
```

In the proof, `hs` is the neutrality of the shifted charges, and `polarForce_mulVec` turns it into a vanishing force. The theorem states that the translation is again a zero mode; it does not say that an even distribution gives the most accurate charges for the other modes.

## Two atoms on a spring

A diatomic cell makes the effect explicit. Label the atoms 0 and 1 and join them by a spring of constant k:

C = ( k  −k ; −k  k ).

```lean
/-- The force-constant matrix of two atoms joined by a spring of constant `k`. -/
def diatomic (k : ℝ) : Matrix (Fin 2) (Fin 2) ℝ := !![k, -k; -k, k]
```

Its energy is

u·Cu = k (u_0 − u_1)²,

which is nonnegative for k > 0. The first component of Cu is k (u_0 − u_1), so Cu = 0 forces u_0 = u_1. Conversely, equal displacements leave the spring unstretched. The cell therefore satisfies both assumptions made on C.

```lean
/-- Two atoms joined by a spring with `k > 0` have an acoustic force-constant matrix. -/
theorem diatomic_witness {k : ℝ} (hk : 0 < k) : IsAcoustic (diatomic k) := by
  constructor
  · refine posSemidef_iff_dotProduct_mulVec.2 ⟨?_, ?_⟩
    · refine Matrix.IsHermitian.ext fun i j => ?_
      fin_cases i <;> fin_cases j <;> simp [diatomic]
    · intro u
      have h : star u ⬝ᵥ (diatomic k *ᵥ u) = k * (u 0 - u 1) ^ 2 := by
        simp [diatomic, mulVec, dotProduct, Fin.sum_univ_succ]
        ring
      rw [h]
      positivity
  · intro u
    constructor
    · intro h
      have h0 : k * (u 0 - u 1) = 0 := by
        have h1 := congrFun h 0
        simp [diatomic, mulVec, dotProduct, Fin.sum_univ_succ] at h1
        linarith
      have h2 := (mul_eq_zero.1 h0).resolve_left hk.ne'
      refine ⟨u 0, ?_⟩
      ext i
      fin_cases i
      · rfl
      · change u 1 = u 0
        linarith
    · rintro ⟨c, rfl⟩
      ext i
      fin_cases i <;> simp [diatomic, mulVec, dotProduct, Fin.sum_univ_succ]
```

The first half of the proof checks symmetry and the squared form of the energy; the second reads u_0 = u_1 off component 0 of Cu.

With the dipole term included, the determinant is

det K = (k + a z_0²)(k + a z_1²) − (−k + a z_0 z_1)²
= k a (z_0² + z_1²) + 2 k a z_0 z_1
= k a (z_0 + z_1)².

The terms k² and a² z_0² z_1² cancel. For k > 0 and a > 0 the determinant vanishes exactly when the two charges are opposite, so a neutral pair keeps its zero mode however large the individual charges are.

```lean
/-- For two atoms joined by a spring, the determinant of the corrected force-constant matrix is
`k a` times the square of the total charge. -/
theorem diatomic_det (k a : ℝ) (z : Fin 2 → ℝ) :
    (polarForce (diatomic k) a z).det = k * a * (z 0 + z 1) ^ 2 := by
  rw [Matrix.det_fin_two]
  simp [polarForce, diatomic, vecMulVec_apply]
  ring

end PolarAcousticGap
```

```lean
#print axioms PolarAcousticGap.posDef_iff_charge_ne_zero
#print axioms PolarAcousticGap.gap_le
#print axioms PolarAcousticGap.neutralized_translation
#print axioms PolarAcousticGap.diatomic_det
```

```
'PolarAcousticGap.posDef_iff_charge_ne_zero' depends on axioms: [propext, Classical.choice, Quot.sound]
'PolarAcousticGap.gap_le' depends on axioms: [propext, Classical.choice, Quot.sound]
'PolarAcousticGap.neutralized_translation' depends on axioms: [propext, Classical.choice, Quot.sound]
'PolarAcousticGap.diatomic_det' depends on axioms: [propext, Classical.choice, Quot.sound]
```
